# Work along a straight segment done by a force pointing away from one atom and weighted by the squared distance to another

A particle at `x` feels a force equal to the displacement `x - a` from an atom at `a`, multiplied by the squared distance from `x` to a second atom at `a + u`. The lemma `segWork_pairForce` gives the work done by this force as the particle moves in a straight line from `a + s • u + t • v` to `a + s' • u + t' • v`, as a polynomial in `s`, `t`, `s'`, `t'` and the squared norms of `u` and `v`. The vectors lie in a real inner product space and are orthogonal but need not be normalised; both atoms are held fixed, and the force carries no physical constants. The proof tries to name the four coefficients `A`, `B`, `C`, `D`, turn the polynomial back into an integral with `integral_quad_lin`, and show that the two integrands agree at each point.

This version doesn't compile in Lean 4 with Mathlib:

```lean
import Mathlib

open scoped InnerProductSpace

namespace EquivariantNonconservativeForce

noncomputable section

variable {E : Type*} [NormedAddCommGroup E] [InnerProductSpace ℝ E]

/-- The force on a particle at `x` due to two reference atoms at `a` and `b`:
the vector `x - a` weighted by the squared distance from `x` to `b`. -/
def pairForce (x a b : E) : E := ‖x - b‖ ^ 2 • (x - a)

/-- Work done by the force field `F` along the straight segment from `p` to `q`. -/
def segWork (F : E → E) (p q : E) : ℝ :=
  ∫ t in (0 : ℝ)..1, ⟪F (p + t • (q - p)), q - p⟫_ℝ

/-- The integral over the unit interval of `A + B t + C t²` times `D + C t`, two polynomials with
the same leading coefficient `C`. -/
lemma integral_quad_lin (A B C D : ℝ) :
    ∫ t in (0 : ℝ)..1, (A + B * t + C * t ^ 2) * (D + C * t)
      = A * D + (A * C + B * D) / 2 + (B * C + C * D) / 3 + C ^ 2 / 4 := by
  have hd : ∀ x : ℝ, HasDerivAt (fun t : ℝ => A * D * t + (A * C + B * D) / 2 * t ^ 2
      + (B * C + C * D) / 3 * t ^ 3 + C ^ 2 / 4 * t ^ 4)
      ((A + B * x + C * x ^ 2) * (D + C * x)) x := by
    intro x
    have h1 := (hasDerivAt_id' x).const_mul (A * D)
    have h2 := (hasDerivAt_pow 2 x).const_mul ((A * C + B * D) / 2)
    have h3 := (hasDerivAt_pow 3 x).const_mul ((B * C + C * D) / 3)
    have h4 := (hasDerivAt_pow 4 x).const_mul (C ^ 2 / 4)
    refine (((h1.fun_add h2).fun_add h3).fun_add h4).congr_deriv ?_
    push_cast
    ring
  rw [intervalIntegral.integral_eq_sub_of_hasDerivAt (fun t _ => hd t)
    (Continuous.intervalIntegrable (by fun_prop) 0 1)]
  ring

/-- Work of the force along a segment in the plane through `a` spanned by orthogonal
vectors `u` and `v`, when the second atom sits at `a + u`. -/
lemma segWork_pairForce {u v : E} (h : ⟪u, v⟫_ℝ = 0) (a : E) (s t s' t' : ℝ) :
    segWork (fun x => pairForce x a (a + u)) (a + s • u + t • v) (a + s' • u + t' • v)
      = let A := (s - 1) ^ 2 * ‖u‖ ^ 2 + t ^ 2 * ‖v‖ ^ 2
        let B := 2 * ((s - 1) * (s' - s) * ‖u‖ ^ 2 + t * (t' - t) * ‖v‖ ^ 2)
        let C := (s' - s) ^ 2 * ‖u‖ ^ 2 + (t' - t) ^ 2 * ‖v‖ ^ 2
        let D := s * (s' - s) * ‖u‖ ^ 2 + t * (t' - t) * ‖v‖ ^ 2
        A * D + (A * C + B * D) / 2 + (B * C + C * D) / 3 + C ^ 2 / 4 := by
  intro A B C D
  rw [← integral_quad_lin A B C D]
  unfold segWork
  refine intervalIntegral.integral_congr (fun r _ => ?_)
  have h' : ⟪v, u⟫_ℝ = 0 := by rw [real_inner_comm]; exact h
  have e0 : a + s' • u + t' • v - (a + s • u + t • v)
      = (s' - s) • u + (t' - t) • v := by module
  have e1 : a + s • u + t • v + r • ((s' - s) • u + (t' - t) • v) - (a + u)
      = (s + r * (s' - s) - 1) • u + (t + r * (t' - t)) • v := by module
  have e2 : a + s • u + t • v + r • ((s' - s) • u + (t' - t) • v) - a
      = (s + r * (s' - s)) • u + (t + r * (t' - t)) • v := by module
  simp only [pairForce, e0]
  rw [e1, e2, ← real_inner_self_eq_norm_sq
    ((s + r * (s' - s) - 1) • u + (t + r * (t' - t)) • v)]
  simp only [inner_add_left, inner_add_right, real_inner_smul_left, real_inner_smul_right,
    h, h', real_inner_self_eq_norm_sq, A, B, C, D]
  ring

end

end EquivariantNonconservativeForce
```

Lean reports:

```
Main.lean:48:8: error: Tactic `introN` failed: There are no additional binders or `let` bindings in the goal to introduce

E : Type u_1
inst✝¹ : NormedAddCommGroup E
inst✝ : InnerProductSpace ℝ E
u v : E
h : ⟪u, v⟫_ℝ = 0
a : E
s t s' t' : ℝ
⊢ segWork (fun x => pairForce x a (a + u)) (a + s • u + t • v) (a + s' • u + t' • v) =
    let A := (s - 1) ^ 2 * ‖u‖ ^ 2 + t ^ 2 * ‖v‖ ^ 2;
    let B := 2 * ((s - 1) * (s' - s) * ‖u‖ ^ 2 + t * (t' - t) * ‖v‖ ^ 2);
    let C := (s' - s) ^ 2 * ‖u‖ ^ 2 + (t' - t) ^ 2 * ‖v‖ ^ 2;
    let D := s * (s' - s) * ‖u‖ ^ 2 + t * (t' - t) * ‖v‖ ^ 2;
    A * D + (A * C + B * D) / 2 + (B * C + C * D) / 3 + C ^ 2 / 4
```

What went wrong. The message says that `intro A B C D` found nothing to introduce. The goal is an equation, and its `let` bindings sit inside the right-hand side, whereas `intro` takes only binders or `let`s at the head of the goal.

The repair does without the names. It gives the four coefficients to `integral_quad_lin` explicitly and joins that equation to the goal with `Eq.trans`. Lean accepts the match because the right-hand side with its `let`s unfolded is the same polynomial. What remains is to show that the work equals the integral.

`A`, `B`, `C` and `D` leave the `simp only` list because they no longer exist as local definitions. The lemmas added there, `norm_smul`, `mul_pow`, `Real.norm_eq_abs` and `sq_abs`, turn a term such as `‖c • u‖ ^ 2` into `c ^ 2 * ‖u‖ ^ 2`, which `ring` can use. Such terms can arise if `real_inner_self_eq_norm_sq` rewrites the inner product of `c • u` with itself before the scalars are pulled out. The message says nothing about this step, since the proof stopped at `intro`.

This version goes through:

```diff
@@ -46,6 +46,9 @@
         let D := s * (s' - s) * ‖u‖ ^ 2 + t * (t' - t) * ‖v‖ ^ 2
         A * D + (A * C + B * D) / 2 + (B * C + C * D) / 3 + C ^ 2 / 4 := by
-  intro A B C D
-  rw [← integral_quad_lin A B C D]
+  refine Eq.trans ?_ (integral_quad_lin
+    ((s - 1) ^ 2 * ‖u‖ ^ 2 + t ^ 2 * ‖v‖ ^ 2)
+    (2 * ((s - 1) * (s' - s) * ‖u‖ ^ 2 + t * (t' - t) * ‖v‖ ^ 2))
+    ((s' - s) ^ 2 * ‖u‖ ^ 2 + (t' - t) ^ 2 * ‖v‖ ^ 2)
+    (s * (s' - s) * ‖u‖ ^ 2 + t * (t' - t) * ‖v‖ ^ 2))
   unfold segWork
   refine intervalIntegral.integral_congr (fun r _ => ?_)
@@ -61,5 +64,5 @@
     ((s + r * (s' - s) - 1) • u + (t + r * (t' - t)) • v)]
   simp only [inner_add_left, inner_add_right, real_inner_smul_left, real_inner_smul_right,
-    h, h', real_inner_self_eq_norm_sq, A, B, C, D]
+    h, h', real_inner_self_eq_norm_sq, norm_smul, mul_pow, Real.norm_eq_abs, sq_abs]
   ring
 
```
